# Half the level gap is the sharp convergence bound for a two-level perturbation series

Before summing a perturbation series for an energy level, one can compare the norm of the coupling with the gap to the neighbouring level. The problems below find how large that norm may be for two levels whose coupling matrix has zero diagonal and both off-diagonal entries equal to one complex parameter. The obstruction lies at an imaginary coupling, so a scan over real couplings does not meet it.

## Two levels with a complex coupling

The unperturbed energies are $0$ and $d$, with $d$ real, and the coupling strength is $z\in\mathbb C$:

$$V(z)=\begin{pmatrix}0&z\\z&0\end{pmatrix},\qquad H(z)=\begin{pmatrix}0&z\\z&d\end{pmatrix}.$$

Matrix norms are operator norms for the Euclidean vector norm, selected by `Matrix.Norms.L2Operator`.

```lean
import Mathlib

open Matrix Topology
open scoped Matrix.Norms.L2Operator

namespace TwoLevelExceptionalPoint

noncomputable section

/-- The coupling `V(z)` between two levels, with complex strength `z`. -/
def coupling (z : ℂ) : Matrix (Fin 2) (Fin 2) ℂ := !![0, z; z, 0]

/-- The two-level Hamiltonian with unperturbed energies `0` and `d` and coupling `V(z)`. -/
def hamiltonian (d : ℝ) (z : ℂ) : Matrix (Fin 2) (Fin 2) ℂ :=
  !![0, 0; 0, (d : ℂ)] + coupling z
```

`IsLevel d z E` says that $H(z)v=Ev$ for some nonzero $v=(v_0,v_1)$. The energy $E$ may be complex, since $H(z)$ is Hermitian only for real $z$.

```lean
/-- `E` is an eigenvalue of the two-level Hamiltonian: it has a nonzero eigenvector. -/
def IsLevel (d : ℝ) (z E : ℂ) : Prop :=
  ∃ v : Fin 2 → ℂ, v ≠ 0 ∧ hamiltonian d z *ᵥ v = E • v
```

Two further definitions are the coupling $z_*=id/2$ and the function $E_-(z)=\frac d2\bigl(1-\sqrt{1+(2z/d)^2}\bigr)$, with the principal root written through `Complex.log`. The Lean expression agrees with this formula wherever $1+(2z/d)^2\neq0$. At $z=\pm z_*$ with $d\neq0$ it does not, because Lean sets $\log 0=0$ and the root comes out as $1$ instead of $0$. Below, the function is used only for $d>0$ and $|z|<d/2$.

```lean
/-- The imaginary coupling strength `i d / 2`. -/
def exceptionalPoint (d : ℝ) : ℂ := Complex.I * ((d : ℂ) / 2)

/-- The function `(d/2) (1 - exp (log (1 + (2z/d)²) / 2))`. Where `1 + (2z/d)² ≠ 0`, the exponential
is the principal square root of `1 + (2z/d)²`. -/
def lowerLevel (d : ℝ) (z : ℂ) : ℂ :=
  (d : ℂ) / 2 * (1 - Complex.exp (Complex.log (1 + (2 * z / d) ^ 2) / 2))
```

## (a) Size of the coupling

Show that $\|V(z)\|=|z|$.

**Solution.** Multiplication gives $V^\dagger V=|z|^2\,\mathbb 1$. Since $\|V^\dagger V\|=\|V\|^2$, we get $\|V\|^2=|z|^2$, and both norms are nonnegative.

```lean
/-- The operator norm of the coupling is the modulus of its strength. -/
theorem norm_coupling (z : ℂ) : ‖coupling z‖ = ‖z‖ := by
  have h : (coupling z)ᴴ * coupling z =
      ((‖z‖ : ℂ) ^ 2) • (1 : Matrix (Fin 2) (Fin 2) ℂ) := by
    ext i j
    fin_cases i <;> fin_cases j <;>
      simp [coupling, Matrix.mul_apply, Fin.sum_univ_two, Complex.conj_mul']
  have h2 := Matrix.l2_opNorm_conjTranspose_mul_self (coupling z)
  rw [h, norm_smul, CStarRing.norm_one, norm_pow, Complex.norm_real, norm_norm] at h2
  exact (sq_eq_sq₀ (norm_nonneg _) (norm_nonneg _)).mp (by linarith)
```

## (b) Eigenvector equation in components

Show that $H(z)v=Ev$ means $zv_1=Ev_0$ and $zv_0+dv_1=Ev_1$.

**Solution.** These are the two rows of the matrix product.

```lean
/-- The eigenvector equation written out in components. -/
theorem eigenvector_iff (d : ℝ) (z E : ℂ) (v : Fin 2 → ℂ) :
    hamiltonian d z *ᵥ v = E • v ↔
      z * v 1 = E * v 0 ∧ z * v 0 + d * v 1 = E * v 1 := by
  rw [funext_iff, Fin.forall_fin_two]
  simp [hamiltonian, coupling, Matrix.mulVec, dotProduct, Fin.sum_univ_two]
```

## (c) Secular equation

Show that $E$ is an eigenvalue exactly when $E(E-d)=z^2$.

**Solution.** By (b), $z^2v_0=(E-d)zv_1=E(E-d)v_0$ and $z^2v_1=zEv_0=E(E-d)v_1$. One component is nonzero, so the equation follows. These eliminations are `e0` and `e1`.

Conversely, if $E\neq0$, the vector $(z,E)$ satisfies both rows. If $E=0$, then $z=0$ and $(1,0)$ works.

```lean
/-- The eigenvalues are the solutions of the secular equation `E (E - d) = z²`. -/
theorem isLevel_iff (d : ℝ) (z E : ℂ) : IsLevel d z E ↔ E * (E - d) = z ^ 2 := by
  constructor
  · rintro ⟨v, hv, h⟩
    obtain ⟨h0, h1⟩ := (eigenvector_iff d z E v).mp h
    by_contra hne
    have hne' : E * (E - d) - z ^ 2 ≠ 0 := sub_ne_zero.mpr hne
    -- both components are annihilated by the secular determinant
    have e0 : (E * (E - d) - z ^ 2) * v 0 = 0 := by
      linear_combination (-(E - d)) * h0 - z * h1
    have e1 : (E * (E - d) - z ^ 2) * v 1 = 0 := by
      linear_combination (-E) * h1 - z * h0
    apply hv
    funext i
    fin_cases i
    · exact (mul_eq_zero.mp e0).resolve_left hne'
    · exact (mul_eq_zero.mp e1).resolve_left hne'
  · intro h
    by_cases hE : E = 0
    · have hz : z = 0 := by
        have h' : z ^ 2 = 0 := by rw [← h, hE, zero_mul]
        exact (pow_eq_zero_iff two_ne_zero).mp h'
      refine ⟨![1, 0], fun h0 => one_ne_zero (congrFun h0 0),
        (eigenvector_iff d z E _).mpr ?_⟩
      simp [hE, hz]
    · refine ⟨![z, E], fun h0 => hE (congrFun h0 1),
        (eigenvector_iff d z E _).mpr ⟨?_, ?_⟩⟩
      · change z * E = E * z
        ring
      · change z * z + (d : ℂ) * E = E * E
        linear_combination -h
```

## (d) Distance of $z_*$ from the origin

For $d>0$, show that $|z_*|=d/2$.

**Solution.** This follows from $|i|=1$.

```lean
/-- The exceptional point lies at distance `d / 2` from the origin. -/
theorem norm_exceptionalPoint {d : ℝ} (hd : 0 < d) : ‖exceptionalPoint d‖ = d / 2 := by
  simp [exceptionalPoint, abs_of_pos hd]
```

## (e) Two distinct levels inside the disk

For $d>0$ and $|z|<d/2$, show that the eigenvalues are exactly two distinct numbers, $E=\frac d2\pm s$ with $s^2=\frac{d^2}4+z^2$.

**Solution.** The secular equation becomes $(E-\frac d2)^2=s^2$. If $s=0$, then $(z-z_*)(z+z_*)=z^2+\frac{d^2}4=0$, so $|z|=d/2$ by (d), a contradiction.

```lean
/-- For `|z| < d / 2` the Hamiltonian has exactly two distinct eigenvalues. -/
theorem two_levels {d : ℝ} (hd : 0 < d) {z : ℂ} (hz : ‖z‖ < d / 2) :
    ∃ E₁ E₂ : ℂ, E₁ ≠ E₂ ∧ ∀ E, IsLevel d z E ↔ E = E₁ ∨ E = E₂ := by
  obtain ⟨s, hs⟩ := IsAlgClosed.exists_pow_nat_eq (((d : ℂ) / 2) ^ 2 + z ^ 2) two_pos
  have hs0 : s ≠ 0 := by
    rintro rfl
    -- a vanishing discriminant puts `z` on the circle of radius `d / 2`
    have h : (z - exceptionalPoint d) * (z + exceptionalPoint d) = 0 := by
      unfold exceptionalPoint
      linear_combination -hs - ((d : ℂ) / 2) ^ 2 * Complex.I_sq
    have hn := norm_exceptionalPoint hd
    rcases mul_eq_zero.mp h with h | h
    · rw [sub_eq_zero.mp h] at hz
      linarith
    · rw [eq_neg_of_add_eq_zero_left h, norm_neg] at hz
      linarith
  refine ⟨d / 2 + s, d / 2 - s, fun h => hs0 ?_, fun E => ?_⟩
  · linear_combination h / 2
  · rw [isLevel_iff]
    constructor
    · intro h
      have h' : (E - (d / 2 + s)) * (E - (d / 2 - s)) = 0 := by
        linear_combination h - hs
      exact (mul_eq_zero.mp h').imp sub_eq_zero.mp sub_eq_zero.mp
    · rintro (rfl | rfl) <;> linear_combination hs
```

## (f) Coalescence at $z_*$

For $d>0$, show that $H(z_*)$ has the single eigenvalue $d/2$, with eigenspace $\mathbb C\,(i,1)$.

**Solution.** Since $z_*^2=-d^2/4$, the secular equation is $(E-\frac d2)^2=0$. The first row then gives $v_0=iv_1$, and the second row holds as well. A normalised eigenvector is $(i,1)/\sqrt2$. A parameter value at which eigenvalues and their eigenvectors merge in this way is called an exceptional point.

```lean
/-- At `z = i d / 2` the only eigenvalue is `d / 2`, and its eigenspace is the line
spanned by `(i, 1)`. -/
theorem coalescence {d : ℝ} (hd : 0 < d) :
    (∀ E, IsLevel d (exceptionalPoint d) E ↔ E = d / 2) ∧
    ∀ v : Fin 2 → ℂ, hamiltonian d (exceptionalPoint d) *ᵥ v = ((d : ℂ) / 2) • v ↔
      ∃ c : ℂ, v = c • ![Complex.I, 1] := by
  refine ⟨fun E => ?_, fun v => ?_⟩
  · rw [isLevel_iff, exceptionalPoint]
    constructor
    · intro h
      have h' : (E - d / 2) ^ 2 = 0 := by
        linear_combination h + ((d : ℂ) / 2) ^ 2 * Complex.I_sq
      exact sub_eq_zero.mp ((pow_eq_zero_iff two_ne_zero).mp h')
    · rintro rfl
      linear_combination (-((d : ℂ) / 2) ^ 2) * Complex.I_sq
  · rw [eigenvector_iff, exceptionalPoint]
    constructor
    · rintro ⟨h, -⟩
      have hd2 : (d : ℂ) / 2 ≠ 0 :=
        div_ne_zero (Complex.ofReal_ne_zero.mpr hd.ne') two_ne_zero
      have h0 : v 0 = v 1 * Complex.I :=
        mul_left_cancel₀ hd2 (by linear_combination -h)
      refine ⟨v 1, ?_⟩
      funext i
      fin_cases i
      · exact h0
      · exact (mul_one (v 1)).symm
    · rintro ⟨c, rfl⟩
      constructor
      · change Complex.I * ((d : ℂ) / 2) * (c * 1) = (d : ℂ) / 2 * (c * Complex.I)
        ring
      · change Complex.I * ((d : ℂ) / 2) * (c * Complex.I) + (d : ℂ) * (c * 1)
          = (d : ℂ) / 2 * (c * 1)
        linear_combination ((d : ℂ) / 2 * c) * Complex.I_sq
```

## (g) A holomorphic level

For $d>0$ and $|z|<d/2$, show that $E_-(E_--d)=z^2$ and that $E_-$ is complex differentiable at $z$.

**Solution.** Put $w=2z/d$, so $|w|<1$ and $\operatorname{Re}(1+w^2)\ge1-|w|^2>0$. The logarithm's branch cut is avoided (`hslit`), which gives differentiability. With $q=\sqrt{1+w^2}$,

$$E_-(E_--d)=\tfrac{d^2}4(1-q)(-1-q)=\tfrac{d^2}4(q^2-1)=z^2.$$

```lean
/-- For `|z| < d / 2` the lower level is an eigenvalue and is complex differentiable in `z`. -/
theorem lowerLevel_spec {d : ℝ} (hd : 0 < d) {z : ℂ} (hz : ‖z‖ < d / 2) :
    IsLevel d z (lowerLevel d z) ∧ DifferentiableAt ℂ (lowerLevel d) z := by
  have hdc : (d : ℂ) ≠ 0 := Complex.ofReal_ne_zero.mpr hd.ne'
  have hw : ‖2 * z / (d : ℂ)‖ < 1 := by
    rw [norm_div, norm_mul, Complex.norm_real, Real.norm_eq_abs, abs_of_pos hd,
      Complex.norm_ofNat, div_lt_one hd]
    linarith
  -- the argument of the root stays in the right half-plane
  have hslit : 1 + (2 * z / (d : ℂ)) ^ 2 ∈ Complex.slitPlane := by
    rw [Complex.mem_slitPlane_iff]
    left
    have h1 := (abs_le.mp (Complex.abs_re_le_norm ((2 * z / (d : ℂ)) ^ 2))).1
    rw [norm_pow] at h1
    have h2 : ‖2 * z / (d : ℂ)‖ ^ 2 < 1 := by
      nlinarith [norm_nonneg (2 * z / (d : ℂ))]
    rw [Complex.add_re, Complex.one_re]
    linarith
  constructor
  · have hs : Complex.exp (Complex.log (1 + (2 * z / d) ^ 2) / 2) ^ 2
        = 1 + (2 * z / d) ^ 2 := by
      rw [sq, ← Complex.exp_add, add_halves,
        Complex.exp_log (Complex.slitPlane_ne_zero hslit)]
    have hq : ((d : ℂ) / 2) ^ 2 * (2 * z / d) ^ 2 = z ^ 2 := by
      field_simp
    rw [isLevel_iff, lowerLevel]
    linear_combination ((d : ℂ) / 2) ^ 2 * hs + hq
  · have hp : DifferentiableAt ℂ (fun z : ℂ => 1 + (2 * z / (d : ℂ)) ^ 2) z := by
      fun_prop
    exact (((hp.clog hslit).div_const 2).cexp.const_sub 1).const_mul ((d : ℂ) / 2)
```

## (h) No differentiable branch at $z_*$

Let $d>0$, and let $E(z)$ be an eigenvalue for every $z$ near $z_*$. Show that $E'(z_*)$ does not exist.

**Solution.** If it did, differentiating the secular equation would give $(2E-d)E'=2z$ at $z_*$. There $E=d/2$, so $z_*=0$, contradicting (d).

```lean
/-- No function that gives an eigenvalue at every `z` near the exceptional point is
complex differentiable there. -/
theorem not_differentiableAt {d : ℝ} (hd : 0 < d) {E : ℂ → ℂ}
    (hE : ∀ᶠ z in 𝓝 (exceptionalPoint d), IsLevel d z (E z)) :
    ¬ DifferentiableAt ℂ E (exceptionalPoint d) := by
  intro hdiff
  have h := hdiff.hasDerivAt
  have hval := ((coalescence hd).1 _).mp hE.self_of_nhds
  have hev : (fun z => E z * (E z - d)) =ᶠ[𝓝 (exceptionalPoint d)] fun z => z ^ 2 :=
    hE.mono fun z hz => (isLevel_iff d z (E z)).mp hz
  -- differentiate both sides of the secular equation
  have h1 := h.fun_mul (h.sub_const (d : ℂ))
  have h2 := (hasDerivAt_pow 2 (exceptionalPoint d)).congr_of_eventuallyEq hev
  have h3 := h1.unique h2
  rw [hval] at h3
  norm_num at h3
  have h0 : exceptionalPoint d = 0 := by
    linear_combination (-1 / 2 : ℂ) * h3
  have hn := norm_exceptionalPoint hd
  rw [h0, norm_zero] at hn
  linarith
```

## (i) Range of the series

For $d>0$ and real $r$, show that coefficients with $a_0=0$, for which $\sum_n a_nz^n$ converges to an eigenvalue whenever $\|V(z)\|<r$, exist if and only if $r\le d/2$.

**Solution.** Suppose $r>d/2$ and choose $d/2<\rho<r$. `HasSum` means absolute convergence here, so $\sum_n|a_n|\rho^n<\infty$. This bounds the series on $|z|<\rho$, where its sum is therefore holomorphic. That disk contains $z_*$, contradicting (h).

If $r\le d/2$, take the Taylor series of $E_-$ at $0$. It starts with $E_-(0)=0$ and converges to $E_-$ on $|z|<d/2$ by (g).

The example limits any general bound of the form $\|V\|<cd$ to $c\le\frac12$; it does not establish such a bound for other Hamiltonians.

```lean
/-- A power series in `z` that starts from the unperturbed energy `0` and converges to an
eigenvalue whenever `‖V(z)‖ < r` exists if and only if `r ≤ d / 2`. -/
theorem perturbation_series_iff {d : ℝ} (hd : 0 < d) (r : ℝ) :
    (∃ a : ℕ → ℂ, a 0 = 0 ∧ ∀ z : ℂ, ‖coupling z‖ < r →
      ∃ E, HasSum (fun n => a n * z ^ n) E ∧ IsLevel d z E) ↔ r ≤ d / 2 := by
  simp only [norm_coupling]
  constructor
  · rintro ⟨a, -, ha⟩
    by_contra hr
    obtain ⟨ρ, h1, h2⟩ := exists_between (not_le.mp hr)
    have hρ : ‖(ρ : ℂ)‖ = ρ := by
      rw [Complex.norm_real, Real.norm_eq_abs, abs_of_pos (by linarith)]
    obtain ⟨_, hsum, -⟩ := ha ρ (by rw [hρ]; exact h2)
    -- the series is holomorphic on a disk containing the exceptional point
    have hdiff : DifferentiableOn ℂ (fun w : ℂ => ∑' n, a n * w ^ n)
        (Metric.ball 0 ρ) := by
      refine Complex.differentiableOn_tsum_of_summable_norm hsum.summable.norm
        (fun n => by fun_prop) Metric.isOpen_ball (fun n w hw => ?_)
      rw [norm_mul, norm_mul, norm_pow, norm_pow, hρ]
      have hw' : ‖w‖ ≤ ρ := (mem_ball_zero_iff.mp hw).le
      gcongr
    have hmem : Metric.ball (0 : ℂ) ρ ∈ 𝓝 (exceptionalPoint d) :=
      Metric.isOpen_ball.mem_nhds
        (mem_ball_zero_iff.mpr (by rw [norm_exceptionalPoint hd]; exact h1))
    refine not_differentiableAt hd ?_ (hdiff.differentiableAt hmem)
    filter_upwards [hmem] with w hw
    obtain ⟨E, hs, hl⟩ := ha w ((mem_ball_zero_iff.mp hw).trans h2)
    rw [hs.tsum_eq]
    exact hl
  · intro hr
    have hf : DifferentiableOn ℂ (lowerLevel d) (Metric.ball 0 (d / 2)) := fun z hz =>
      (lowerLevel_spec hd (mem_ball_zero_iff.mp hz)).2.differentiableWithinAt
    -- take the Taylor coefficients of the lower level
    refine ⟨fun n => (n.factorial : ℂ)⁻¹ * iteratedDeriv n (lowerLevel d) 0,
      by simp [lowerLevel], fun z hz => ?_⟩
    have hz' : ‖z‖ < d / 2 := hz.trans_le hr
    have hb : z ∈ Metric.ball (0 : ℂ) (d / 2) := mem_ball_zero_iff.mpr hz'
    refine ⟨lowerLevel d z, ?_, (lowerLevel_spec hd hz').1⟩
    have ht : HasSum (fun n : ℕ => (n.factorial : ℂ)⁻¹ • (z - 0) ^ n •
        iteratedDeriv n (lowerLevel d) 0) (lowerLevel d z) :=
      Complex.hasSum_taylorSeries_on_ball hf hb
    convert ht using 1
    funext n
    simp only [sub_zero, smul_eq_mul]
    ring

end

end TwoLevelExceptionalPoint
```

```lean
#print axioms TwoLevelExceptionalPoint.two_levels
-- 'TwoLevelExceptionalPoint.two_levels' depends on axioms: [propext, Classical.choice, Quot.sound]
#print axioms TwoLevelExceptionalPoint.perturbation_series_iff
-- 'TwoLevelExceptionalPoint.perturbation_series_iff' depends on axioms: [propext, Classical.choice, Quot.sound]
```

## When the gap closes

For $d=0$, parts (h) and (i) fail: the eigenvalues are $\pm z$ and $z_*=0$. The branch $E(z)=z$ is differentiable there, and it is a power series that converges for every $z$.
